# Random-sign variance N/2 for a real density projector on N sites that a sublattice sign flip turns into its complement

Let P be a real symmetric N by N matrix with P² = P, and let G = diag(g) with every g_i = ±1. If G P G = 1 − P, then

P_ii = 1/2 for every site i, and 2 Σ_{i≠j} P_ij² = N/2.

The second quantity is the variance of a stochastic electron count. In stochastic electronic-structure methods the number of electrons tr P can be estimated by averaging zᵀPz over random probe vectors z; here the entries of z are independent random signs. For the ground state of non-interacting electrons at half filling on a bipartite lattice with real hopping between the sublattices only, equal site energies and no level at the common site energy, the result gives the noise of that estimate exactly: one probe has standard deviation √(N/2) around a count of N/2 per spin.

## From the sign flip to the variance

Since z_i² = 1 and P is symmetric,

zᵀPz = tr P + 2 Σ_{i<j} P_ij z_i z_j.

The products z_i z_j for different pairs have mean zero, have square one and are uncorrelated. The mean is therefore tr P, and the variance is 4 Σ_{i<j} P_ij² = 2 Σ_{i≠j} P_ij².

The relation for P comes from the Hamiltonian. Measure energies from the common site energy, so that the diagonal of H is zero. If a real symmetric H of this kind only connects sites of opposite sublattices, then G H G = −H, so G maps states of energy E to states of energy −E. When no energy is zero and the negative levels are filled, G carries the occupied space onto the empty one, and G P G = 1 − P.

Element by element this relation reads

g_i P_ij g_j = δ_ij − P_ij.

For j = i the left side is P_ii, so P_ii = 1 − P_ii and P_ii = 1/2. For two different sites of one sublattice g_i g_j = 1, so P_ij = −P_ij and P_ij = 0.

Idempotency and symmetry fix the length of each row:

Σ_j P_ij² = Σ_j P_ij P_ji = (P²)_ii = P_ii = 1/2.

Removing the diagonal term leaves

Σ_{j≠i} P_ij² = 1/2 − 1/4 = 1/4.

Summing over the N sites and doubling gives N/2.

## Balanced sublattices and noiseless probes

Multiplying G P G = 1 − P by G from the left gives P G = G − G P. Multiplying this by P from the right gives P G P = G P − G P² = 0. Hence

tr(P G) = tr(P P G) = tr(P G P) = 0.

The same trace is Σ_i P_ii g_i = (1/2) Σ_i g_i, so the signs sum to zero and the two sublattices have equally many sites.

If z lives on one sublattice, only diagonal elements of P contribute:

zᵀPz = Σ_i P_ii z_i² = zᵀz/2.

A normalised probe of this kind has expectation value 1/2. Now split a sign vector into its sublattice parts z = a + b. The two separate estimates add up to

aᵀPa + bᵀPb = N/2 = tr P

for every choice of signs. All the noise of the single probe sits in the cross term 2 aᵀPb, which the splitting removes. The value N/2 is known beforehand here, so what one learns is where the noise comes from.

## The same argument at finite temperature

Take P = f(H) with the Fermi function f at zero chemical potential. Since f(−x) = 1 − f(x), the relation G P G = 1 − P still holds, although P is no longer idempotent. The diagonal elements remain 1/2, the elements within a sublattice still vanish, and the split probes remain noiseless. The variance becomes 2 tr(P²) − N/2, which is at most N/2. This thermal variant is argued in prose alone; the theorems below concern projectors.

## The density matrix and its signs in Lean

The sites are the elements of a finite type `n`, and N is `Fintype.card n`.

```lean
import Mathlib

open Matrix

namespace BipartiteStochasticTrace

noncomputable section

variable {n : Type*} [Fintype n] [DecidableEq n]
```

The structure collects the assumptions on P and g. "Chiral" usually describes the Hamiltonian relation G H G = −H; here it names the corresponding relation for the density matrix. The letter G stands for the sign matrix `diagonal g`, not for a Green's function.

```lean
/-- A real symmetric idempotent density matrix `P` and sublattice signs `g i = ±1` such that
flipping the sign of one sublattice turns `P` into the projector `1 - P` on the empty states. -/
structure IsChiralDensity (P : Matrix n n ℝ) (g : n → ℝ) : Prop where
  symm : P.IsSymm
  idem : P * P = P
  sign : ∀ i, g i = 1 ∨ g i = -1
  chiral : diagonal g * P * diagonal g = 1 - P
```

The field `chiral` is a hypothesis. No Hamiltonian appears in the code, so the step from a half-filled lattice model to this relation is the spectral argument given above, including its condition that no level lies at zero energy.

The next definition is the off-diagonal sum itself. The set `Finset.univ.erase i` contains all sites except i, so each pair is counted in both orders. Random variables do not enter: that this sum is a variance rests on the short calculation with z_i z_j.

```lean
/-- Twice the sum of the squared off-diagonal elements of `P`. For symmetric `P` this is the
variance of the random-sign estimate of `tr P`. -/
def signVariance (P : Matrix n n ℝ) : ℝ :=
  2 * ∑ i, ∑ j ∈ Finset.univ.erase i, P i j ^ 2
```

For the split probes, `sublatticePart g s z` keeps the entries of z on sites with sign s and sets the others to zero.

```lean
/-- The part of a probe vector `z` that lives on the sublattice with sign `s`. -/
def sublatticePart (g : n → ℝ) (s : ℝ) (z : n → ℝ) : n → ℝ :=
  fun i => if g i = s then z i else 0
```

## Diagonal and same-sublattice elements

The first lemma takes the (i, j) element of the matrix equation. Multiplication by a diagonal matrix on the left and right produces the factors g_i and g_j.

```lean
variable {P : Matrix n n ℝ} {g : n → ℝ}

/-- The chiral relation, element by element. -/
theorem IsChiralDensity.entry (h : IsChiralDensity P g) (i j : n) :
    g i * P i j * g j = (1 : Matrix n n ℝ) i j - P i j := by
  have e := congrArg (fun M : Matrix n n ℝ => M i j) h.chiral
  simpa only [Matrix.mul_diagonal, Matrix.diagonal_mul, Matrix.sub_apply] using e
```

Setting j = i makes the identity element 1. The proof then treats g_i = 1 and g_i = −1 separately, and in both cases `linarith` solves P_ii = 1 − P_ii.

```lean
/-- For a chiral density matrix every site has occupation one half. -/
theorem IsChiralDensity.diag_half (h : IsChiralDensity P g) (i : n) : P i i = 1 / 2 := by
  have e := h.entry i i
  rw [Matrix.one_apply_eq] at e
  rcases h.sign i with s | s <;> rw [s] at e <;> linarith
```

For different sites the identity element is 0. The hypothesis `hg` replaces g_i by g_j, and the same two cases give P_ij = −P_ij.

```lean
/-- For a chiral density matrix the elements between two different sites of the same
sublattice vanish. -/
theorem IsChiralDensity.same_sublattice (h : IsChiralDensity P g) {i j : n}
    (hij : i ≠ j) (hg : g i = g j) : P i j = 0 := by
  have e := h.entry i j
  rw [Matrix.one_apply_ne hij, hg] at e
  rcases h.sign j with s | s <;> rw [s] at e <;> linarith
```

## One quarter per site, N/2 in total

In the next proof, `row` is the statement Σ_j P_ij² = P_ii, read off from the diagonal of P² = P with symmetry turning P_ji into P_ij. The statement `split` separates the diagonal term from the rest of the row. Inserting P_ii = 1/2 leaves 1/4.

```lean
/-- For a chiral density matrix the squared off-diagonal elements in the row of any site
sum to one quarter. -/
theorem IsChiralDensity.site_weight (h : IsChiralDensity P g) (i : n) :
    ∑ j ∈ Finset.univ.erase i, P i j ^ 2 = 1 / 4 := by
  -- idempotency and symmetry: the whole row has squared norm `P i i`
  have row : ∑ j, P i j ^ 2 = P i i := by
    have e := congrArg (fun M : Matrix n n ℝ => M i i) h.idem
    simp only [Matrix.mul_apply] at e
    rw [← e]
    refine Finset.sum_congr rfl fun j _ => ?_
    rw [h.symm.apply i j, sq]
  have split : P i i ^ 2 + ∑ j ∈ Finset.univ.erase i, P i j ^ 2 = ∑ j, P i j ^ 2 :=
    Finset.add_sum_erase Finset.univ (fun j => P i j ^ 2) (Finset.mem_univ i)
  rw [row, h.diag_half i] at split
  linarith
```

The main theorem replaces each inner sum by 1/4 and adds up N equal terms.

```lean
/-- For a chiral density matrix on `N` sites, the random-sign variance expression
equals `N / 2`. -/
theorem signVariance_eq_half_card (h : IsChiralDensity P g) :
    signVariance P = (Fintype.card n : ℝ) / 2 := by
  unfold signVariance
  rw [Finset.sum_congr rfl fun i _ => h.site_weight i, Finset.sum_const, Finset.card_univ,
    nsmul_eq_mul]
  ring
```

## Equal numbers of sites on the two sublattices

The proof follows the matrix algebra above. `hGG` is G² = 1, `hPG` is P G = G − G P, and `hz` is P G P = 0. The trace `t` then vanishes by idempotency and cyclicity, and writing it out with P_ii = 1/2 turns it into half the sum of the signs.

```lean
/-- A chiral density matrix exists only on balanced sublattices: the signs sum to zero. -/
theorem sublattices_balanced (h : IsChiralDensity P g) : ∑ i, g i = 0 := by
  have hGG : diagonal g * diagonal g = (1 : Matrix n n ℝ) := by
    rw [Matrix.diagonal_mul_diagonal, ← Matrix.diagonal_one]
    congr 1
    funext i
    rcases h.sign i with s | s <;> norm_num [s]
  have hPG : P * diagonal g = diagonal g - diagonal g * P := by
    calc P * diagonal g = (diagonal g * diagonal g) * P * diagonal g := by
          rw [hGG, one_mul]
      _ = diagonal g * (diagonal g * P * diagonal g) := by simp only [mul_assoc]
      _ = diagonal g - diagonal g * P := by rw [h.chiral, mul_sub, mul_one]
  -- the sign matrix has no elements between occupied states
  have hz : P * diagonal g * P = 0 := by
    rw [hPG, sub_mul, mul_assoc, h.idem, sub_self]
  have t : trace (P * diagonal g) = 0 := by
    calc trace (P * diagonal g) = trace (P * (P * diagonal g)) := by
          rw [← mul_assoc, h.idem]
      _ = trace (P * diagonal g * P) := Matrix.trace_mul_comm _ _
      _ = 0 := by rw [hz, Matrix.trace_zero]
  simp only [Matrix.trace, Matrix.diag_apply, Matrix.mul_diagonal, h.diag_half] at t
  rw [← Finset.mul_sum] at t
  linarith
```

## Probes on one sublattice

The hypothesis `hz` says that z is nonzero only where the sign is s. The vector need not be normalised, which is why its squared length `z ⬝ᵥ z` appears on the right. For a site with z_i ≠ 0, the step `e` reduces the sum over j to its diagonal term: every other j either has z_j = 0 or lies on the same sublattice, where P_ij = 0.

```lean
/-- For a chiral density matrix `P` and a probe vector `z` supported on one sublattice, the
quadratic form `z ⬝ᵥ (P *ᵥ z)` equals half the squared length of `z`. -/
theorem sublattice_probe (h : IsChiralDensity P g) (s : ℝ) (z : n → ℝ)
    (hz : ∀ i, z i ≠ 0 → g i = s) : z ⬝ᵥ (P *ᵥ z) = (z ⬝ᵥ z) / 2 := by
  simp only [dotProduct, Matrix.mulVec]
  rw [Finset.sum_div]
  refine Finset.sum_congr rfl fun i _ => ?_
  by_cases hi : z i = 0
  · simp [hi]
  -- only the diagonal element survives within a sublattice
  have e : ∑ j, P i j * z j = P i i * z i := by
    refine Finset.sum_eq_single i (fun j _ hj => ?_) (fun hn => absurd (Finset.mem_univ i) hn)
    by_cases hj0 : z j = 0
    · rw [hj0, mul_zero]
    · rw [h.same_sublattice (Ne.symm hj) ((hz i hi).trans (hz j hj0).symm), zero_mul]
  rw [e, h.diag_half i]
  ring
```

The last general theorem applies this result to both parts of a sign vector. It holds for each fixed z, so no average is taken. After the two halves of the squared lengths are combined site by site, the four cases for g_i and z_i each contribute 1/2, which is P_ii.

```lean
/-- For a chiral density matrix, splitting any sign vector into its two sublattice parts and
adding the two estimates gives the electron count `tr P` exactly. -/
theorem two_probes_exact (h : IsChiralDensity P g) (z : n → ℝ)
    (hz : ∀ i, z i = 1 ∨ z i = -1) :
    sublatticePart g 1 z ⬝ᵥ (P *ᵥ sublatticePart g 1 z)
      + sublatticePart g (-1) z ⬝ᵥ (P *ᵥ sublatticePart g (-1) z) = trace P := by
  have supp : ∀ s i, sublatticePart g s z i ≠ 0 → g i = s := by
    intro s i hi
    by_contra hne
    exact hi (if_neg hne)
  rw [sublattice_probe h 1 _ (supp 1), sublattice_probe h (-1) _ (supp (-1))]
  simp only [dotProduct, sublatticePart, Matrix.trace, Matrix.diag_apply, h.diag_half]
  rw [Finset.sum_div, Finset.sum_div, ← Finset.sum_add_distrib]
  refine Finset.sum_congr rfl fun i _ => ?_
  rcases h.sign i with s | s <;> rcases hz i with t | t <;> norm_num [s, t]
```

## A two-site molecule

The smallest nonempty example is the projector onto the bonding orbital (1, 1)/√2 of two equivalent sites. Its single-probe estimate is (z_1 + z_2)²/2, which is 2 or 0 with equal probability: mean 1 and variance 1 = N/2. The split estimate is z_1²/2 + z_2²/2 = 1 every time. Lean numbers these sites 0 and 1 and checks the four conditions of the structure entry by entry.

```lean
/-- The two-site matrix with all elements one half, with signs `1` and `-1` on the two sites,
is a chiral density matrix. -/
theorem isChiralDensity_witness :
    IsChiralDensity !![(1 / 2 : ℝ), 1 / 2; 1 / 2, 1 / 2] ![1, -1] where
  symm := by
    ext i j
    fin_cases i <;> fin_cases j <;> simp
  idem := by
    ext i j
    fin_cases i <;> fin_cases j <;> norm_num [Matrix.mul_apply, Fin.sum_univ_two]
  sign := by
    intro i
    fin_cases i <;> simp
  chiral := by
    ext i j
    rw [Matrix.mul_diagonal, Matrix.diagonal_mul, Matrix.sub_apply]
    fin_cases i <;> fin_cases j <;> norm_num [Matrix.one_apply]

end

end BipartiteStochasticTrace
```

```lean
#print axioms BipartiteStochasticTrace.signVariance_eq_half_card
#print axioms BipartiteStochasticTrace.sublattices_balanced
#print axioms BipartiteStochasticTrace.two_probes_exact
```

```
'BipartiteStochasticTrace.signVariance_eq_half_card' depends on axioms: [propext, Classical.choice, Quot.sound]
'BipartiteStochasticTrace.sublattices_balanced' depends on axioms: [propext, Classical.choice, Quot.sound]
'BipartiteStochasticTrace.two_probes_exact' depends on axioms: [propext, Classical.choice, Quot.sound]
```
